# Subspace iteration with diagonal blocks: if every unwanted eigenvalue is at most ρ times every wanted one in modulus and no wanted one is zero, k steps multiply the Frobenius norm of W in the trial block [I; W] by at most ρ^k

Q: Your trial vectors begin with an identity matrix. Mine begin as random numbers or as orbitals from the last geometry. Which iteration are you describing?

A: The same one, in chosen coordinates. I split the space into a wanted and an unwanted part, both invariant under the operator, so that

\[
A=\begin{pmatrix}L&0\\0&M\end{pmatrix},
\]

with \(L\) acting on the wanted part and \(M\) on the unwanted part. Take as many trial vectors as the wanted part has dimensions. Their block has a square upper part \(X_1\) and a lower part \(X_2\). If \(X_1\) is invertible, multiplying on the right by \(X_1^{-1}\) leaves the span alone and gives \([I;W]\), the identity stacked on \(W=X_2X_1^{-1}\). The matrix \(W\) is the contamination. What this excludes is a singular \(X_1\), where some combination of the trial vectors has no wanted component.

Q: Then do the iteration by hand first.

A: Powers act blockwise. This holds for \(k=0\), and if \(A^k=\mathrm{blockdiag}(L^k,M^k)\), then multiplying by \(A\) gives \(\mathrm{blockdiag}(L^{k+1},M^{k+1})\). For invertible \(L\),

\[
A^k\begin{pmatrix}I\\W\end{pmatrix}
=\begin{pmatrix}L^k\\M^kW\end{pmatrix}
=\begin{pmatrix}I\\W_k\end{pmatrix}L^k,
\qquad W_k=M^kWL^{-k}.
\]

The last equality uses \(L^{-k}L^k=I\) in the lower row. Since \(L^k\) is invertible, the iterated block and \([I;W_k]\) have the same column space.

Now let \(L\) and \(M\) be diagonal, with entries \(l_j\neq0\) and \(d_i\). Then

\[
(W_k)_{ij}=d_i^k\,W_{ij}\,l_j^{-k}=\left(\frac{d_i}{l_j}\right)^kW_{ij}.
\]

If \(|d_i|\le\rho|l_j|\) for all \(i,j\), every ratio has modulus at most \(\rho\), so \(|(W_k)_{ij}|\le\rho^k|W_{ij}|\). Squaring and summing,

\[
\|W_k\|_F^2=\sum_{ij}|(W_k)_{ij}|^2\le\rho^{2k}\sum_{ij}|W_{ij}|^2=\rho^{2k}\|W\|_F^2,
\]

and the square root gives \(\|W_k\|_F\le\rho^k\|W\|_F\).

Q: You took that root without saying that \(\rho\) is nonnegative.

A: It follows. For any pair \(i,j\) we have \(0\le|d_i|\le\rho|l_j|\) with \(|l_j|>0\), hence \(\rho\ge0\). If there is no pair, \(W\) has no entries and both norms vanish.

Q: In an actual calculation nobody knows the eigenvectors, and nobody divides by \(L^k\).

A: Right; the coordinates serve the analysis. A program applies \(A\) to a block \(X\), factors the product as \(QR\) and continues with \(Q\). When \(R\) is invertible, it is one more right factor that leaves the span unchanged, just as \(L^k\) does. Take wanted eigenvalues 4 and 3, one unwanted eigenvalue 1, and \(W=(1\;\;1)\). One multiplication gives

\[
A\begin{pmatrix}1&0\\0&1\\1&1\end{pmatrix}
=\begin{pmatrix}4&0\\0&3\\1&1\end{pmatrix}
=\begin{pmatrix}1&0\\0&1\\1/4&1/3\end{pmatrix}\begin{pmatrix}4&0\\0&3\end{pmatrix}.
\]

The contamination falls from \(\sqrt2\) to \(5/12\approx0.417\), and the bound with \(\rho=1/3\) is \(\sqrt2/3\approx0.471\).

Q: I want the lowest states of a Hamiltonian, not the eigenvalues of largest modulus.

A: Then \(A\) is not the Hamiltonian \(H\) itself but a function of it, such as a filter polynomial \(p(H)\) that is large on the occupied energies and small on the others. The numbers \(l_j\) and \(d_i\) are the values of \(p\) at those energies. For a finite Hermitian matrix \(H\) that stays fixed during the iteration, the result gives a guaranteed rate, not always the actual one, at which repeated use of such a filter reduces \(\|W\|_F\), which measures the unoccupied components of the trial orbitals relative to the occupied ones. It does not describe a self-consistent cycle in which \(H\) changes, or rounding errors.

Q: Show me where these objects sit in the formal version.

A: The index types `m` and `n` label the wanted and unwanted basis vectors. Both are finite, and either may be empty. The scalars `𝕜` are real or complex.

In Lean 4 with Mathlib:

```lean
import Mathlib

open Matrix Filter Topology

namespace SubspaceIteration

noncomputable section

variable {𝕜 m n : Type*} [RCLike 𝕜] [Fintype m] [Fintype n] [DecidableEq m] [DecidableEq n]
```

The operator lives on the disjoint union `m ⊕ n`, which is the direct sum of the two parts.

```lean
/-- The operator `A = blockdiag(L, M)`: `L` acts on the wanted subspace, `M` on the
unwanted one. -/
def blockOp (L : Matrix m m 𝕜) (M : Matrix n n 𝕜) : Matrix (m ⊕ n) (m ⊕ n) 𝕜 :=
  fromBlocks L 0 0 M
```

The trial block has one column for each wanted vector.

```lean
/-- The block of trial vectors `[I; W]`: the wanted basis vectors, contaminated by the
unwanted components `W`. -/
def trialBlock (W : Matrix n m 𝕜) : Matrix (m ⊕ n) m 𝕜 :=
  fromRows 1 W
```

The contamination is defined by its formula, with row index \(i\) unwanted and column index \(j\) wanted.

```lean
/-- The contamination `W_k = M^k W L^(-k)` after `k` steps, for invertible `L`. -/
def contamination (L : Matrix m m 𝕜) (M : Matrix n n 𝕜) (W : Matrix n m 𝕜) (k : ℕ) :
    Matrix n m 𝕜 :=
  M ^ k * W * (L ^ k)⁻¹
```

The norm is written out as a root of a sum, so there is no doubt about which matrix norm is meant.

```lean
/-- The Frobenius norm: the square root of the sum of the squared moduli of all entries. -/
def frobNorm (W : Matrix n m 𝕜) : ℝ :=
  Real.sqrt (∑ i, ∑ j, ‖W i j‖ ^ 2)
```

Q: Does that norm measure anything physical?

A: It does when the coordinates are orthonormal, as they can be chosen for a Hermitian \(A\). With a single trial vector, `frobNorm W` is then the tangent of the angle between that vector and the wanted one. The unwanted part of the normalised vector has the sine of that angle as its length, and a step can multiply the sine by more than \(\rho\): for \(L=2\), \(M=1\) and \(W=1\) the tangent halves, while the sine goes only from 0.707 to 0.447. The definitions themselves do not mention a Hermitian operator. They start from the block form, and finding the basis that produces it is left to the user.

Q: Now the algebra. Does it need diagonal blocks?

A: No. Of the next three theorems, the first holds for arbitrary square `L` and `M`, and the other two ask only that `L` be invertible. The first is the induction on \(k\): `pow_succ` splits off one factor, and `fromBlocks_multiply` multiplies the blocks.

```lean
/-- Powers of a block diagonal operator act separately on the two subspaces. -/
theorem blockOp_pow (L : Matrix m m 𝕜) (M : Matrix n n 𝕜) (k : ℕ) :
    blockOp L M ^ k = blockOp (L ^ k) (M ^ k) := by
  induction k with
  | zero => simp [blockOp]
  | succ k ih =>
    rw [pow_succ, ih]
    simp [blockOp, fromBlocks_multiply, pow_succ]
```

The factorisation assumes `IsUnit L.det`, which over these scalars means \(\det L\neq0\). The auxiliary `h` is the cancellation \(L^{-k}L^k=I\), and `simp` multiplies out the two rows and applies it.

```lean
/-- For invertible `L`, `k` applications of `A` to the trial block give
`A^k [I; W] = [I; W_k] L^k`. -/
theorem blockOp_pow_mul_trialBlock (L : Matrix m m 𝕜) (M : Matrix n n 𝕜)
    (W : Matrix n m 𝕜) (hL : IsUnit L.det) (k : ℕ) :
    blockOp L M ^ k * trialBlock W = trialBlock (contamination L M W k) * L ^ k := by
  -- the factor `L^(-k)` inside `W_k` cancels against `L^k`
  have h : (L ^ k)⁻¹ * L ^ k = 1 :=
    nonsing_inv_mul _ (by rw [det_pow]; exact hL.pow k)
  rw [blockOp_pow]
  simp [blockOp, trialBlock, contamination, fromBlocks_mul_fromRows, fromRows_mul,
    Matrix.mul_assoc, h]
```

Q: What goes wrong if \(L\) is singular?

A: Take one wanted and one unwanted vector with \(L=0\) and \(M=W=1\). One step gives the column \((0,1)\), while \([I;W_1]L\) is zero for any choice of \(W_1\). Physically, the operator has annihilated the wanted component.

Q: And the claim that only the span matters?

A: That is an equality of ranges, where `mulVecLin` turns a matrix into the linear map that it represents. Each inclusion is proved by naming a coefficient vector. A vector produced by the iterated block with coefficients \(x\) is produced by \([I;W_k]\) with coefficients \(L^kx\), and the way back uses \(L^{-k}x\).

```lean
/-- For invertible `L`, the iterated block `A^k [I; W]` and the normalised block `[I; W_k]`
span the same subspace. -/
theorem range_iterate (L : Matrix m m 𝕜) (M : Matrix n n 𝕜)
    (W : Matrix n m 𝕜) (hL : IsUnit L.det) (k : ℕ) :
    LinearMap.range (blockOp L M ^ k * trialBlock W).mulVecLin =
      LinearMap.range (trialBlock (contamination L M W k)).mulVecLin := by
  have h : L ^ k * (L ^ k)⁻¹ = 1 :=
    mul_nonsing_inv _ (by rw [det_pow]; exact hL.pow k)
  rw [blockOp_pow_mul_trialBlock L M W hL k]
  apply le_antisymm
  · rintro _ ⟨x, rfl⟩
    exact ⟨L ^ k *ᵥ x, by simp only [mulVecLin_apply, mulVec_mulVec]⟩
  · rintro _ ⟨x, rfl⟩
    refine ⟨(L ^ k)⁻¹ *ᵥ x, ?_⟩
    simp only [mulVecLin_apply, mulVec_mulVec]
    rw [Matrix.mul_assoc, h, Matrix.mul_one]
```

Q: So where do the eigenvalues enter?

A: Here, with `l` and `d` as the diagonals of the two blocks. The step `hinv` shows that the inverse of \(L^k\) is the diagonal matrix of the numbers \(l_j^{-k}\), by checking that it is a right inverse. Multiplication by a diagonal matrix on the left scales rows and on the right scales columns, which gives the factor \((d_i/l_j)^k\).

```lean
/-- For diagonal blocks with all `l j` nonzero, `k` steps multiply the entry `W i j` by
`(d i / l j)^k`. -/
theorem contamination_apply (l : m → 𝕜) (d : n → 𝕜) (W : Matrix n m 𝕜)
    (hl : ∀ j, l j ≠ 0) (k : ℕ) (i : n) (j : m) :
    contamination (diagonal l) (diagonal d) W k i j = (d i / l j) ^ k * W i j := by
  have hinv : ((diagonal l) ^ k)⁻¹ = diagonal (fun j => (l j ^ k)⁻¹) := by
    apply Matrix.inv_eq_right_inv
    rw [diagonal_pow, diagonal_mul_diagonal, ← diagonal_one]
    congr 1
    funext j
    exact mul_inv_cancel₀ (pow_ne_zero k (hl j))
  rw [contamination, hinv, diagonal_pow, mul_diagonal, diagonal_mul, Pi.pow_apply, div_pow]
  ring
```

Q: Then read me the main theorem in words.

A: Let all `l j` be nonzero, and let `ρ` be a real number with \(|d_i|\le\rho|l_j|\) for every unwanted \(i\) and every wanted \(j\). Then for every natural number \(k\) two things hold: the factorisation \(A^k[I;W]=[I;W_k]L^k\), and the bound \(\|W_k\|_F\le\rho^k\|W\|_F\). The number \(\rho\) bounds the ratio of every unwanted eigenvalue to every wanted one in modulus, so a smaller \(\rho\) means a better separation. Nothing requires \(\rho<1\), so without a gap the theorem is still true but promises no decay.

The first half of the proof applies the general factorisation, since the determinant of a diagonal matrix is the product of its entries. The second half disposes of empty index types, derives `hρ0` as we did above, and proves the entrywise bound `hentry`. After that, `Real.sqrt_le_iff` reduces the claim to squares, and `Finset.sum_le_sum`, used once for each index, sums the entry bounds.

```lean
/-- Subspace iteration with diagonal blocks, all `l j` nonzero and `|d i| ≤ ρ |l j|` for all
`i`, `j`: `A^k [I; W] = [I; W_k] L^k`, and the Frobenius norm of `W_k` is at most `ρ^k` times
that of `W`. -/
theorem subspace_iteration (l : m → 𝕜) (d : n → 𝕜) (W : Matrix n m 𝕜) (ρ : ℝ)
    (hl : ∀ j, l j ≠ 0) (hρ : ∀ i j, ‖d i‖ ≤ ρ * ‖l j‖) (k : ℕ) :
    blockOp (diagonal l) (diagonal d) ^ k * trialBlock W =
        trialBlock (contamination (diagonal l) (diagonal d) W k) * diagonal l ^ k ∧
      frobNorm (contamination (diagonal l) (diagonal d) W k) ≤ ρ ^ k * frobNorm W := by
  constructor
  · apply blockOp_pow_mul_trialBlock
    rw [det_diagonal]
    exact isUnit_iff_ne_zero.2 (Finset.prod_ne_zero_iff.2 fun j _ => hl j)
  · rcases isEmpty_or_nonempty n with hn | ⟨⟨i₀⟩⟩
    · simp [frobNorm]
    rcases isEmpty_or_nonempty m with hm | ⟨⟨j₀⟩⟩
    · simp [frobNorm]
    -- the rate is nonnegative as soon as there is one pair of eigenvalues
    have hρ0 : 0 ≤ ρ := by
      by_contra hneg
      have h1 := mul_neg_of_neg_of_pos (not_le.1 hneg) (norm_pos_iff.2 (hl j₀))
      linarith [hρ i₀ j₀, norm_nonneg (d i₀)]
    -- `k` steps multiply the modulus of every entry by at most `ρ^k`
    have hentry : ∀ i j, ‖contamination (diagonal l) (diagonal d) W k i j‖ ≤
        ρ ^ k * ‖W i j‖ := by
      intro i j
      have hr : ‖d i‖ / ‖l j‖ ≤ ρ :=
        (div_le_iff₀ (norm_pos_iff.2 (hl j))).2 (hρ i j)
      rw [contamination_apply l d W hl, norm_mul, norm_pow, norm_div]
      gcongr
    unfold frobNorm
    refine Real.sqrt_le_iff.2 ⟨by positivity, ?_⟩
    rw [mul_pow, Real.sq_sqrt (by positivity), Finset.mul_sum]
    refine Finset.sum_le_sum fun i _ => ?_
    rw [Finset.mul_sum]
    refine Finset.sum_le_sum fun j _ => ?_
    rw [← mul_pow]
    exact pow_le_pow_left₀ (norm_nonneg _) (hentry i j) 2
```

Q: I would have used this for any \(M\) whose eigenvalues are small enough. Why insist on diagonal blocks?

A: Because that reading is wrong, and the derivation invites it. Take \(L=1\) and

\[
M=\begin{pmatrix}1/2&10\\0&1/2\end{pmatrix},\qquad W=\begin{pmatrix}0\\1\end{pmatrix}.
\]

The eigenvalues suggest \(\rho=1/2\), yet \(W_1=(10,\,1/2)^{T}\) is about ten times longer than \(W\). A bound on the eigenvalues of \(M\) alone therefore does not give the estimate. For a Hermitian \(A\) the trouble does not arise, since an orthonormal eigenbasis makes both blocks diagonal.

A related error is to compare eigenvalues only in matching positions, \(d_1\) with \(l_1\) and so on. Each unwanted vector can contaminate each wanted one, so the hypothesis runs over all pairs. If both parts are nonempty, the smallest admissible \(\rho\) is the largest \(|d_i|\) divided by the smallest \(|l_j|\).

Q: Could the true rate be better than \(\rho\)?

A: Not for every \(W\), if \(\rho\) is the smallest admissible one. Put the contamination in one entry. Its Frobenius norm is then the modulus of that entry, because all other terms in the double sum vanish; `Finset.sum_eq_single` picks out the one that remains.

```lean
/-- The Frobenius norm of a matrix with a single entry `w` is `|w|`. -/
theorem frobNorm_single (i : n) (j : m) (w : 𝕜) :
    frobNorm (Matrix.single i j w) = ‖w‖ := by
  rw [frobNorm, Finset.sum_eq_single i, Finset.sum_eq_single j]
  · simp
  · intro q _ hq
    simp [hq.symm]
  · simp
  · intro p _ hp
    simp [hp.symm]
  · simp
```

The entry formula keeps the contamination in the same place, so its norm is multiplied by exactly \((|d_i|/|l_j|)^k\). The proof compares the two matrices entry by entry, separating the position \((i,j)\) from all others. If you choose the pair with the largest ratio and a nonzero `w`, the bound with the smallest admissible \(\rho\) becomes an equality.

```lean
/-- Sharpness: for diagonal blocks with all `l j` nonzero, `k` steps multiply the Frobenius norm of
a contamination in the single entry `(i, j)` by exactly `(|d i| / |l j|)^k`. -/
theorem rate_attained (l : m → 𝕜) (d : n → 𝕜) (hl : ∀ j, l j ≠ 0)
    (i : n) (j : m) (w : 𝕜) (k : ℕ) :
    frobNorm (contamination (diagonal l) (diagonal d) (Matrix.single i j w) k) =
      (‖d i‖ / ‖l j‖) ^ k * frobNorm (Matrix.single i j w) := by
  -- the contamination stays in the same entry
  have h : contamination (diagonal l) (diagonal d) (Matrix.single i j w) k =
      Matrix.single i j ((d i / l j) ^ k * w) := by
    ext p q
    rw [contamination_apply l d _ hl]
    by_cases hpq : i = p ∧ j = q
    · obtain ⟨rfl, rfl⟩ := hpq
      simp
    · simp [hpq]
  rw [h, frobNorm_single, frobNorm_single, norm_mul, norm_pow, norm_div]
```

Q: Last doubt: a bound for each \(k\) is not yet convergence.

A: With a strict gap, \(|d_i|<|l_j|\) for all pairs, the contamination does tend to zero. This theorem needs no separate assumption that the `l j` are nonzero: if there is an unwanted vector, then \(|l_j|>|d_i|\ge0\), and if there is none, the norm is zero throughout.

The proof does not pass through \(\rho\). Each entry is a geometric sequence whose ratio has modulus below one, so its squared modulus tends to zero. A finite sum of such terms does too, and the continuity of the square root carries the limit over to the norm.

```lean
/-- Convergence: for diagonal blocks with a strict gap `|d i| < |l j|` for all `i`, `j`, the
Frobenius norm of the contamination tends to zero. -/
theorem contamination_tendsto_zero (l : m → 𝕜) (d : n → 𝕜) (W : Matrix n m 𝕜)
    (hgap : ∀ i j, ‖d i‖ < ‖l j‖) :
    Tendsto (fun k => frobNorm (contamination (diagonal l) (diagonal d) W k))
      atTop (𝓝 0) := by
  rcases isEmpty_or_nonempty n with hn | ⟨⟨i₀⟩⟩
  · simp [frobNorm]
  have hl : ∀ j, l j ≠ 0 := fun j =>
    norm_pos_iff.1 (lt_of_le_of_lt (norm_nonneg _) (hgap i₀ j))
  -- each entry is a geometric sequence with ratio of modulus below one
  have hentry : ∀ i j, Tendsto
      (fun k => ‖contamination (diagonal l) (diagonal d) W k i j‖ ^ 2) atTop (𝓝 0) := by
    intro i j
    have hr : ‖d i / l j‖ < 1 := by
      rw [norm_div, div_lt_one (norm_pos_iff.2 (hl j))]
      exact hgap i j
    have h1 := ((tendsto_pow_atTop_nhds_zero_of_norm_lt_one hr).mul_const (W i j)).norm.pow 2
    simpa [contamination_apply l d W hl] using h1
  have hsum : Tendsto
      (fun k => ∑ i, ∑ j, ‖contamination (diagonal l) (diagonal d) W k i j‖ ^ 2)
      atTop (𝓝 (∑ _i : n, ∑ _j : m, (0 : ℝ))) :=
    tendsto_finsetSum _ fun i _ => tendsto_finsetSum _ fun j _ => hentry i j
  have hsqrt := (Real.continuous_sqrt.tendsto _).comp hsum
  simpa [frobNorm, Function.comp_def] using hsqrt

end

end SubspaceIteration
```

```lean
#print axioms SubspaceIteration.range_iterate
-- 'SubspaceIteration.range_iterate' depends on axioms: [propext, Classical.choice, Quot.sound]
#print axioms SubspaceIteration.subspace_iteration
-- 'SubspaceIteration.subspace_iteration' depends on axioms: [propext, Classical.choice, Quot.sound]
#print axioms SubspaceIteration.rate_attained
-- 'SubspaceIteration.rate_attained' depends on axioms: [propext, Classical.choice, Quot.sound]
#print axioms SubspaceIteration.contamination_tendsto_zero
-- 'SubspaceIteration.contamination_tendsto_zero' depends on axioms: [propext, Classical.choice, Quot.sound]
```

Q: So for a Hermitian \(A\) I may use the rate, provided that my starting block has an invertible wanted part and the gap is in the moduli of the eigenvalues of \(A\).

A: Yes, with \(W\) taken in the orthonormal eigenbasis. The passage from your \(A\) and your starting block to that form is the linear algebra from the start of our exchange, and you supply it yourself before applying the theorem.
